# In a twice continuously differentiable sum of site energies, atoms that share no term have a zero Hessian block

Each site energy is assigned one set of atoms, and that set stays the same for every configuration. This describes a model with a fixed bond topology or a frozen neighbour list. It does not directly describe a cutoff potential, in which any atom may come into range. Smoothness is required of the total energy only, not of the separate site energies.

Let $X=(x_0,\dots,x_{N-1})$ be the positions of $N$ atoms in $\mathbb R^d$, and let
$$E(X)=\sum_i e_i(X),$$
where $e_i$ depends only on the positions of the atoms in $S_i$. Write $s_k u$ for the collective displacement that moves atom $k$ by $u$ and leaves the other atoms in place. The force on $k$ is $F_k=-\nabla_{x_k}E$, and the Hessian block is
$$H_{kl}(X)[u,v]=D^2E(X)[s_l v,\,s_k u].$$
If $E$ is $C^2$ and no $S_i$ contains both $k$ and $l$, then for all $X,u,v,w$
$$F_k(X+s_l w)=F_k(X),\qquad H_{kl}(X)[u,v]=0 .$$

## Sparse Hessians and halo widths

For site energies with fixed atom sets, the result gives the sparsity pattern of the Hessian before any derivative is computed: block $(k,l)$ needs storage only if some $S_i$ contains both atoms. A phonon or normal-mode code that builds the Hessian from central differences of forces,
$$H_{kl}\approx-\frac{F_k(x_l+h)-F_k(x_l-h)}{2h}\quad\text{(one component at a time)},$$
can therefore skip every atom $k$ that shares no set with the displaced atom $l$. The same comparison tests an implementation: outside the pattern, the two forces should agree to rounding error.

The pattern can be wider than the reach of one site energy. If each site sees $r$ neighbours to either side in a chain, forces can depend on atoms up to $2r$ places away. In a domain-decomposed code, a halo as wide as the site range is enough for the energies of the owned sites, while the forces on owned atoms also contain contributions from sites owned elsewhere. For many-body site energies, these generally have to be obtained by communication or from a wider halo.

**Four atoms on a line.** Take $r=1$, $e_0=e_3=0$ and
$$e_1=\tfrac12(x_0-2x_1+x_2)^2,\qquad e_2=\tfrac12(x_1-2x_2+x_3)^2 .$$
At $X=(0,\,1,\,2.5,\,3)$ the brackets are $0.5$ and $-1$, so $E=0.625$ and $F_0=-0.5$. Moving atom 3 to $4$ makes the second bracket zero. The energy falls to $0.125$ and $F_1$ changes from $2$ to $1$, but $F_0$ is still $-0.5$. In fact $F_0=-(x_0-2x_1+x_2)$ does not contain $x_3$, so $H_{03}=0$. Atoms 0 and 2 are also more than one place apart, yet both occur in $e_1$, and $H_{02}=1$.

## From additive energy changes to a vanishing block

**Energy changes add.** For all displacements $u$ of $k$ and $w$ of $l$,
$$E(X+s_l w+s_k u)=E(X+s_k u)+\big[E(X+s_l w)-E(X)\big].$$
It is enough to check this for each $e_i$. If $k\in S_i$, then $l\notin S_i$, so moving $l$ changes nothing: the bracket is zero and the remaining two terms are equal. If $k\notin S_i$, moving $k$ changes nothing: the left side is $e_i(X+s_l w)$, and the right side is $e_i(X)+e_i(X+s_l w)-e_i(X)$.

**The force is unchanged.** The bracket does not contain $u$. Taking minus the gradient in $u$ at $u=0$ gives $F_k(X+s_l w)=F_k(X)$.

**The block vanishes.** By the chain rule, $F_k(X)\cdot u=-DE(X)[s_k u]$. Differentiating once more, along a displacement $v$ of atom $l$, gives
$$H_{kl}(X)[u,v]=-\frac{d}{dt}\Big|_{t=0}F_k(X+s_l(tv))\cdot u=0 .$$
Conversely, if the block vanishes at every configuration, then $w\mapsto F_k(X+s_l w)\cdot u$ has zero derivative on all of $\mathbb R^d$ and is constant. Since this holds for every $u$, the force itself is independent of $x_l$.

**A zero block splits the energy.** Let $k\ne l$ and let the block vanish everywhere. The function
$$G(u)=E(X+s_l w+s_k u)-E(X+s_k u)$$
has zero derivative, because the force on $k$ is the same in both terms. Hence $G(u)=G(0)$. Define $A(X)=E(X-s_k x_k)$, the energy with atom $k$ put at the origin, and $B=E-A$. Then $A$ does not depend on $x_k$. Setting $u=-x_k$ in $G(u)=G(0)$ and rearranging gives $B(X+s_l w)=B(X)$, so $B$ does not depend on $x_l$.

**Chain range.** If $|i-k|\le r$ and $|i-l|\le r$, then $|k-l|\le 2r$. Atoms further apart share no site energy.

**A shared term can couple.** For $E=x_k\cdot x_l$ with $k\ne l$, the derivative along $s_k u$ is $u\cdot x_l$, and its derivative along $s_l v$ is $u\cdot v$.

## The Lean file

```lean
import Mathlib

open Finset

namespace ForceLocality

noncomputable section

/-- Position space of one atom in `d` dimensions. -/
abbrev Pos (d : ℕ) := EuclideanSpace ℝ (Fin d)

/-- Positions of `N` atoms. -/
abbrev Config (N d : ℕ) := Fin N → Pos d

variable {N d : ℕ}

/-- The collective displacement that moves atom `k` by a given vector and no other atom. -/
def shift (k : Fin N) : Pos d →L[ℝ] Config N d :=
  ContinuousLinearMap.single ℝ (fun _ : Fin N => Pos d) k

/-- The function `f` depends only on the positions of the atoms in `S`. -/
def LocalOn (f : Config N d → ℝ) (S : Set (Fin N)) : Prop :=
  ∀ X Y : Config N d, (∀ j ∈ S, X j = Y j) → f X = f Y

/-- The total energy as a sum of site energies. -/
def totalEnergy (e : Fin N → Config N d → ℝ) (X : Config N d) : ℝ := ∑ i, e i X

/-- The force on atom `k`: minus the gradient of the energy in the displacement of that atom. -/
def force (E : Config N d → ℝ) (X : Config N d) (k : Fin N) : Pos d :=
  -gradient (fun u : Pos d => E (X + shift k u)) 0

/-- The Hessian block `(k, l)`: the second derivative of the energy along a displacement `u`
of atom `k` and a displacement `v` of atom `l`. -/
def hessianBlock (E : Config N d → ℝ) (X : Config N d) (k l : Fin N) (u v : Pos d) : ℝ :=
  fderiv ℝ (fderiv ℝ E) X (shift l v) (shift k u)

lemma shift_self (k : Fin N) (u : Pos d) : shift k u k = u :=
  Pi.single_eq_same (M := fun _ : Fin N => Pos d) k u

lemma shift_ne {j k : Fin N} (h : j ≠ k) (u : Pos d) : shift k u j = 0 :=
  Pi.single_eq_of_ne (M := fun _ : Fin N => Pos d) h u

lemma LocalOn.shift_eq {f : Config N d → ℝ} {S : Set (Fin N)} (h : LocalOn f S)
    {l : Fin N} (hl : l ∉ S) (X : Config N d) (w : Pos d) : f (X + shift l w) = f X := by
  apply h
  intro j hj
  have hne : j ≠ l := fun hjl => hl (hjl ▸ hj)
  rw [Pi.add_apply, shift_ne hne, add_zero]

lemma hasFDerivAt_shift {F : Type*} [NormedAddCommGroup F] [NormedSpace ℝ F]
    {f : Config N d → F} (hf : Differentiable ℝ f) (X : Config N d) (k : Fin N) (u : Pos d) :
    HasFDerivAt (fun u : Pos d => f (X + shift k u))
      ((fderiv ℝ f (X + shift k u)).comp (shift k)) u :=
  (hf (X + shift k u)).hasFDerivAt.comp u ((shift k).hasFDerivAt.const_add X)

lemma hasFDerivAt_slope {E : Config N d → ℝ} (hE : ContDiff ℝ 2 E) (X : Config N d)
    (k l : Fin N) (u w : Pos d) :
    HasFDerivAt (fun w : Pos d => fderiv ℝ E (X + shift l w) (shift k u))
      ((ContinuousLinearMap.apply ℝ ℝ (shift k u)).comp
        ((fderiv ℝ (fderiv ℝ E) (X + shift l w)).comp (shift l))) w := by
  have hd : Differentiable ℝ (fderiv ℝ E) :=
    (hE.fderiv_right (m := 1) (by norm_num)).differentiable (by norm_num)
  exact (ContinuousLinearMap.apply ℝ ℝ (shift k u)).hasFDerivAt.comp w
    (hasFDerivAt_shift hd X l w)

/-- For a differentiable energy, the inner product of the force on atom `k` with `v` is minus the
derivative of the energy when that atom is displaced along `v`. -/
theorem inner_force {E : Config N d → ℝ} (hE : Differentiable ℝ E) (X : Config N d)
    (k : Fin N) (v : Pos d) : inner ℝ (force E X k) v = -fderiv ℝ E X (shift k v) := by
  have h := (hasFDerivAt_shift hE X k 0).fderiv
  rw [(shift k).map_zero, add_zero] at h
  rw [force, inner_neg_left, gradient, InnerProductSpace.toDual_symm_apply, h]
  rfl

/-- If no site energy sees both `k` and `l`, the energy changes caused by displacing
the two atoms add up. -/
theorem energy_changes_add {e : Fin N → Config N d → ℝ} {S : Fin N → Set (Fin N)}
    (he : ∀ i, LocalOn (e i) (S i)) {k l : Fin N} (hkl : ∀ i, ¬(k ∈ S i ∧ l ∈ S i))
    (X : Config N d) (u w : Pos d) :
    totalEnergy e (X + shift l w + shift k u) =
      totalEnergy e (X + shift k u) + (totalEnergy e (X + shift l w) - totalEnergy e X) := by
  simp only [totalEnergy, ← sum_sub_distrib, ← sum_add_distrib]
  refine sum_congr rfl fun i _ => ?_
  by_cases hk : k ∈ S i
  · -- this site energy does not see atom l
    have hl : l ∉ S i := fun hl => hkl i ⟨hk, hl⟩
    rw [add_right_comm, (he i).shift_eq hl, (he i).shift_eq hl]
    ring
  · -- this site energy does not see atom k
    rw [(he i).shift_eq hk, (he i).shift_eq hk]
    ring

/-- For a twice continuously differentiable energy, the Hessian block `(k, l)` vanishes
everywhere exactly when the force on `k` does not depend on the position of `l`. -/
theorem hessianBlock_zero_iff {E : Config N d → ℝ} (hE : ContDiff ℝ 2 E) (k l : Fin N) :
    (∀ X u v, hessianBlock E X k l u v = 0) ↔
      ∀ X w, force E (X + shift l w) k = force E X k := by
  have hd : Differentiable ℝ E := hE.differentiable (by norm_num)
  constructor
  · intro h X w
    refine ext_inner_right ℝ fun u => ?_
    -- a slope with zero derivative in the position of l is constant
    have hc := is_const_of_fderiv_eq_zero (𝕜 := ℝ)
      (f := fun w : Pos d => fderiv ℝ E (X + shift l w) (shift k u))
      (fun w => (hasFDerivAt_slope hE X k l u w).differentiableAt)
      (fun w => (hasFDerivAt_slope hE X k l u w).fderiv.trans
        (ContinuousLinearMap.ext fun v => h (X + shift l w) u v)) w 0
    simp only [map_zero, add_zero] at hc
    rw [inner_force hd, inner_force hd, hc]
  · intro h X u v
    have hs := hasFDerivAt_slope hE X k l u 0
    have hconst : (fun w : Pos d => fderiv ℝ E (X + shift l w) (shift k u)) =
        fun _ => fderiv ℝ E X (shift k u) := by
      funext w
      have h1 := inner_force hd (X + shift l w) k u
      rw [h X w, inner_force hd] at h1
      linarith
    rw [hconst, (shift l).map_zero, add_zero] at hs
    exact DFunLike.congr_fun (hs.unique (hasFDerivAt_const _ _)) v

/-- Force locality: if the total energy is twice continuously differentiable and no site energy sees
both `k` and `l`, the force on `k` is independent of the position of `l` and the Hessian block `(k,
l)` vanishes. -/
theorem force_locality {e : Fin N → Config N d → ℝ} {S : Fin N → Set (Fin N)}
    (hE : ContDiff ℝ 2 (totalEnergy e)) (he : ∀ i, LocalOn (e i) (S i)) {k l : Fin N}
    (hkl : ∀ i, ¬(k ∈ S i ∧ l ∈ S i)) :
    (∀ X w, force (totalEnergy e) (X + shift l w) k = force (totalEnergy e) X k) ∧
      ∀ X u v, hessianBlock (totalEnergy e) X k l u v = 0 := by
  have hf : ∀ X w, force (totalEnergy e) (X + shift l w) k = force (totalEnergy e) X k := by
    intro X w
    -- moving l only adds a constant to the energy as a function of the displacement of k
    simp only [force, gradient, energy_changes_add he hkl X _ w, fderiv_add_const]
  exact ⟨hf, (hessianBlock_zero_iff hE k l).2 hf⟩

/-- If the Hessian block of two different atoms vanishes everywhere, a twice continuously
differentiable energy is a sum of one term that does not see `k` and one that does not see `l`. -/
theorem energy_splits {E : Config N d → ℝ} (hE : ContDiff ℝ 2 E) {k l : Fin N} (hkl : k ≠ l)
    (h : ∀ X u v, hessianBlock E X k l u v = 0) :
    ∃ A B : Config N d → ℝ, LocalOn A {k}ᶜ ∧ LocalOn B {l}ᶜ ∧ ∀ X, E X = A X + B X := by
  have hd : Differentiable ℝ E := hE.differentiable (by norm_num)
  have hf := (hessianBlock_zero_iff hE k l).1 h
  -- the energy change due to moving l does not depend on the position of k
  have key : ∀ (X : Config N d) (w u : Pos d),
      E (X + shift l w + shift k u) - E (X + shift k u) = E (X + shift l w) - E X := by
    intro X w u
    have hD : ∀ u : Pos d, HasFDerivAt
        (fun u : Pos d => E (X + shift l w + shift k u) - E (X + shift k u))
        (0 : Pos d →L[ℝ] ℝ) u := by
      intro u
      refine ((hasFDerivAt_shift hd (X + shift l w) k u).sub
        (hasFDerivAt_shift hd X k u)).congr_fderiv (ContinuousLinearMap.ext fun v => ?_)
      change fderiv ℝ E (X + shift l w + shift k u) (shift k v)
        - fderiv ℝ E (X + shift k u) (shift k v) = 0
      have h1 := inner_force hd (X + shift k u + shift l w) k v
      rw [hf, inner_force hd, add_right_comm] at h1
      linarith
    have hc := is_const_of_fderiv_eq_zero (𝕜 := ℝ)
      (fun u => (hD u).differentiableAt) (fun u => (hD u).fderiv) u 0
    simpa only [map_zero, add_zero] using hc
  refine ⟨fun X => E (X + shift k (-X k)), fun X => E X - E (X + shift k (-X k)),
    ?_, ?_, fun X => by ring⟩
  · intro X Y hXY
    change E (X + shift k (-X k)) = E (Y + shift k (-Y k))
    congr 1
    funext j
    by_cases hj : j = k
    · subst hj
      rw [Pi.add_apply, Pi.add_apply, shift_self, shift_self, add_neg_cancel, add_neg_cancel]
    · rw [Pi.add_apply, Pi.add_apply, shift_ne hj, shift_ne hj, hXY j hj]
  · intro X Y hXY
    have hY : Y = X + shift l (Y l - X l) := by
      funext j
      by_cases hj : j = l
      · subst hj
        rw [Pi.add_apply, shift_self, add_sub_cancel]
      · rw [Pi.add_apply, shift_ne hj, add_zero, hXY j hj]
    have h1 := key X (Y l - X l) (-X k)
    rw [← hY] at h1
    change E X - E (X + shift k (-X k)) = E Y - E (Y + shift k (-Y k))
    rw [← hXY k hkl]
    linarith

/-- In a chain whose site energies reach `r` neighbours to each side and whose total energy is twice
continuously differentiable, the Hessian block `(k, l)` vanishes if `l` lies more than `2 * r`
places after `k`. -/
theorem chain_hessian_range {e : Fin N → Config N d → ℝ} (r : ℕ)
    (hE : ContDiff ℝ 2 (totalEnergy e))
    (he : ∀ i : Fin N, LocalOn (e i) {j | (j : ℕ) ≤ i + r ∧ (i : ℕ) ≤ j + r})
    {k l : Fin N} (hkl : (k : ℕ) + 2 * r < l) (X : Config N d) (u v : Pos d) :
    hessianBlock (totalEnergy e) X k l u v = 0 := by
  refine (force_locality hE he (k := k) (l := l) ?_).2 X u v
  rintro i ⟨⟨_, h1⟩, ⟨h2, _⟩⟩
  omega

/-- A term that sees two different atoms `k` and `l` can couple them: the energy `⟪x_k, x_l⟫` has
the Hessian block `⟪u, v⟫`. -/
theorem hessianBlock_inner {k l : Fin N} (hkl : k ≠ l) (X : Config N d) (u v : Pos d) :
    hessianBlock (fun Y : Config N d => inner ℝ (Y k) (Y l)) X k l u v = inner ℝ u v := by
  let p : Fin N → (Config N d →L[ℝ] Pos d) := fun j => ContinuousLinearMap.proj j
  have hE : ContDiff ℝ 2 (fun Y : Config N d => inner ℝ (Y k) (Y l)) :=
    (p k).contDiff.inner ℝ (p l).contDiff
  have hs := hasFDerivAt_slope hE X k l u 0
  -- the slope along u is linear in the position of l
  have hlin : (fun w : Pos d => fderiv ℝ (fun Y : Config N d => inner ℝ (Y k) (Y l))
      (X + shift l w) (shift k u)) = fun w => inner ℝ u (X l) + innerSL ℝ u w := by
    funext w
    have h1 := fderiv_inner_apply ℝ (x := X + shift l w) (p k).differentiableAt
      (p l).differentiableAt (shift k u)
    rw [(p k).fderiv, (p l).fderiv] at h1
    refine h1.trans ?_
    change inner ℝ ((X + shift l w) k) (shift k u l)
      + inner ℝ (shift k u k) ((X + shift l w) l) = inner ℝ u (X l) + inner ℝ u w
    rw [shift_ne hkl.symm, shift_self, inner_zero_right, zero_add, Pi.add_apply, shift_self,
      inner_add_right]
  rw [hlin, (shift l).map_zero, add_zero] at hs
  exact DFunLike.congr_fun
    (hs.unique ((innerSL ℝ u).hasFDerivAt.const_add (inner ℝ u (X l)))) v

end

end ForceLocality
```

```lean
#print axioms ForceLocality.hessianBlock_zero_iff
#print axioms ForceLocality.energy_splits
#print axioms ForceLocality.chain_hessian_range
#print axioms ForceLocality.hessianBlock_inner
```

```
'ForceLocality.hessianBlock_zero_iff' depends on axioms: [propext, Classical.choice, Quot.sound]
'ForceLocality.energy_splits' depends on axioms: [propext, Classical.choice, Quot.sound]
'ForceLocality.chain_hessian_range' depends on axioms: [propext, Classical.choice, Quot.sound]
'ForceLocality.hessianBlock_inner' depends on axioms: [propext, Classical.choice, Quot.sound]
```

## What the theorems cover, and where cutoffs differ

`Config N d` assigns a vector in Euclidean $d$-space to each atom, and `shift k u` is $s_k u$. `LocalOn f S` says that two configurations agreeing on the atoms in `S` have the same value of `f`. `force` takes the gradient in the displacement of one atom, and `hessianBlock` is the second Fréchet derivative of the energy, applied to `shift l v` and `shift k u`.

In words, `force_locality` assumes that the total energy is $C^2$ (`hE`), that each site energy is local on its set (`he`), and that no set contains both atoms (`hkl`). It concludes that the force on `k` is unchanged by any displacement of `l`, at every configuration, and that the block is zero for all `u` and `v`.

The proof follows the derivation:

- `LocalOn.shift_eq` says that moving an atom outside the set leaves the site energy unchanged. `energy_changes_add` uses it in the two cases `k ∈ S i` and `k ∉ S i`.
- `hasFDerivAt_shift` and `hasFDerivAt_slope` are the chain rules for the first and second derivatives, and `inner_force` identifies a force component with minus a directional derivative.
- In `hessianBlock_zero_iff`, one direction uses `is_const_of_fderiv_eq_zero`, the fact that a function with zero derivative everywhere is constant. The other uses uniqueness of the derivative of a constant function.
- `force_locality` removes the added constant with `fderiv_add_const`, then applies the equivalence.
- `energy_splits` proves $G(u)=G(0)$ as `key` and then constructs $A$ and $B$.
- `chain_hessian_range` leaves the index inequality to `omega`. It is stated for `k` before `l`.
- `hessianBlock_inner` computes the slope of $x_k\cdot x_l$ explicitly and differentiates it.

Several limits matter in use:

- **Cutoffs.** With a distance cutoff, a fixed $S_i$ valid for all configurations would generally have to include every atom that could come into range. Near a configuration where no pair distance sits exactly at the cutoff, the neighbour sets are constant and the derivation applies to small displacements. A large displacement can bring $l$ into range and change the force on $k$.
- **Long-range terms.** If an electrostatic energy couples every pair of atoms, every pair must share some set, and the hypothesis fails for each pair.
- **Smoothness on all of space.** The energy must be $C^2$ at every configuration, including those with coincident atoms. A bare $1/r$ or Lennard-Jones repulsion does not satisfy this, and neither does a harmonic bond $\tfrac12K(|x_k-x_l|-r_0)^2$ with $K,r_0>0$, which has a kink where the two atoms coincide. Near a configuration around which the energy is $C^2$, the derivation of the zero block still applies, with small displacements.
- **One term per atom.** The sum has exactly $N$ site energies. A list of more than $N$ bond or angle terms must first be grouped into sites, which may enlarge the sets; a shorter list can be padded with zero terms.
- **Sharing a set is not coupling.** Two atoms in a common $S_i$ may still have a zero block, so the pattern is an upper bound on the nonzero blocks. Likewise, `energy_splits` yields some decomposition into two terms and does not recover the site energies of a given model.
